# Localisation length of a dimerised chain with equally spaced sites and a filled lower band

When the two hoppings of a dimerised chain are nearly equal, its quantum metric has a narrow peak at $k=\pi$. A coarse $k$-mesh that misses the peak gives a localisation length far too small, and without an exact value the error can go unnoticed.

For hoppings $t_1,t_2>0$ with $t_1\ne t_2$ and unit cell length, the squared localisation length, defined as the Brillouin-zone average of the metric, is
$$L=\frac{t_1^2+t_2^2}{16\,|t_1^2-t_2^2|}.$$

## From the Bloch phase to the average

With sites half a cell apart, the hopping amplitude is
$$h=t_1e^{ik/2}+t_2e^{-ik/2}=X+iY,$$
where $X=(t_1+t_2)\cos\frac k2$ and $Y=(t_1-t_2)\sin\frac k2$. The squared band energy is
$$D=|h|^2=t_1^2+t_2^2+2t_1t_2\cos k=(t_1-t_2)^2+2t_1t_2(1+\cos k)>0.$$

Write $h/\sqrt D=e^{i\theta}$ and $\delta=t_1^2-t_2^2$. Then
$$\theta'=\frac{XY'-YX'}{D}=\frac{\delta}{2D}.$$
The lower-band projector $P$ has diagonal entries $\frac12$ and off-diagonal entries $-\frac12e^{\pm i\theta}$, so the metric is
$$g=\tfrac12\operatorname{Tr}(P')^2=\frac{\theta'^2}{4}=\frac{\delta^2}{16D^2}.$$

Take $t_2<t_1$ and set $s=t_1^2+t_2^2$, $\alpha=\arctan\frac{t_2\sin k}{t_1+t_2\cos k}$. The denominator never vanishes, and
$$\alpha'=\frac{t_2^2+t_1t_2\cos k}{D},\qquad (k-2\alpha)'=\frac{\delta}{D},\qquad \left(\frac{\sin k}{D}\right)'=\frac{s\cos k+2t_1t_2}{D^2}.$$
Therefore
$$F=\frac s\delta(k-2\alpha)-2t_1t_2\frac{\sin k}{D}$$
has derivative
$$F'=\frac{sD-2t_1t_2(s\cos k+2t_1t_2)}{D^2}=\frac{s^2-4t_1^2t_2^2}{D^2}=\frac{\delta^2}{D^2}.$$
Since $F(2\pi)-F(0)=2\pi s/\delta$, dividing by $16\cdot2\pi$ gives $L=s/(16\delta)$. Exchanging the hoppings leaves $g$ unchanged, which covers $t_1<t_2$.

## The chain and its occupied band in Lean

```lean
import Mathlib

open Filter Topology

namespace DimerisedChainLocalisation

noncomputable section
```

The half-cell spacing enters through the phases in `hop`; a different spacing of the two sites would change the metric.

```lean
/-- Hopping amplitude between the two sublattices at wavenumber `k`, for sites half a cell apart. -/
def hop (t1 t2 k : ℝ) : ℂ :=
  t1 * Complex.exp ((k / 2 : ℝ) * Complex.I) + t2 * Complex.exp ((-(k / 2) : ℝ) * Complex.I)

/-- Bloch Hamiltonian of the dimerised chain. -/
def blochH (t1 t2 k : ℝ) : Matrix (Fin 2) (Fin 2) ℂ :=
  !![0, hop t1 t2 k; star (hop t1 t2 k), 0]

/-- Square of the band energy. -/
def bandSq (t1 t2 k : ℝ) : ℝ := t1 ^ 2 + t2 ^ 2 + 2 * t1 * t2 * Real.cos k

/-- Energy of the upper band; the lower band has the opposite energy. -/
def bandEnergy (t1 t2 k : ℝ) : ℝ := Real.sqrt (bandSq t1 t2 k)
```

`bondPhase` is $e^{i\theta}$, and `occupied` is $P$.

```lean
/-- Hopping amplitude divided by the band energy. -/
def bondPhase (t1 t2 k : ℝ) : ℂ := hop t1 t2 k * ((bandEnergy t1 t2 k)⁻¹ : ℝ)

/-- Projector on the occupied (lower) Bloch state, where the band energy is nonzero. -/
def occupied (t1 t2 k : ℝ) : Matrix (Fin 2) (Fin 2) ℂ :=
  !![1 / 2, -bondPhase t1 t2 k / 2; -star (bondPhase t1 t2 k) / 2, 1 / 2]
```

The metric is built from entrywise derivatives of the projector, so no phase choice for the Bloch state enters.

```lean
/-- Quantum metric of a family of projectors: half the trace of the squared `k`-derivative. -/
def quantumMetric (P : ℝ → Matrix (Fin 2) (Fin 2) ℂ) (k : ℝ) : ℝ :=
  1 / 2 * (Matrix.trace ((Matrix.of fun i j => deriv (fun q => P q i j) k) *
    (Matrix.of fun i j => deriv (fun q => P q i j) k))).re

/-- Squared localisation length: the quantum metric averaged over the Brillouin zone. -/
def locLengthSq (t1 t2 : ℝ) : ℝ :=
  1 / (2 * Real.pi) * ∫ k in (0 : ℝ)..(2 * Real.pi), quantumMetric (occupied t1 t2) k
```

The model is an infinite, non-interacting chain with fixed hoppings. `locLengthSq` is a definition; its relation to position fluctuations is not derived.

## Gap and projector

The condition $t_1\ne t_2$ stands for dimerisation, which opens a gap $2|t_1-t_2|$ at $k=\pi$.

```lean
/-- The squared band energy is positive at every `k` when the positive hoppings differ. -/
theorem bandSq_pos {t1 t2 : ℝ} (h1 : 0 < t1) (h2 : 0 < t2) (h : t1 ≠ t2) (k : ℝ) :
    0 < bandSq t1 t2 k := by
  have h0 := sub_ne_zero.mpr h
  have hp : 0 < (t1 - t2) ^ 2 := by positivity
  have hc : 0 ≤ 1 + Real.cos k := by linarith [Real.neg_one_le_cos k]
  unfold bandSq
  nlinarith [mul_nonneg (mul_pos h1 h2).le hc]
```

The next lemmas supply the half-angle forms of $D$ and $h$, and the unit modulus of the phase.

```lean
private lemma bandSq_half (t1 t2 k : ℝ) : bandSq t1 t2 k =
    ((t1 + t2) * Real.cos (k / 2)) ^ 2 + ((t1 - t2) * Real.sin (k / 2)) ^ 2 := by
  have hc : Real.cos k = 2 * Real.cos (k / 2) ^ 2 - 1 := by
    rw [← Real.cos_two_mul]; congr 1; ring
  unfold bandSq
  linear_combination 2 * t1 * t2 * hc - (t1 - t2) ^ 2 * Real.sin_sq_add_cos_sq (k / 2)

private lemma hop_eq (t1 t2 k : ℝ) : hop t1 t2 k =
    (((t1 + t2) * Real.cos (k / 2) : ℝ) : ℂ) +
      (((t1 - t2) * Real.sin (k / 2) : ℝ) : ℂ) * Complex.I := by
  simp only [hop, Complex.exp_mul_I, Complex.ofReal_neg, Complex.cos_neg, Complex.sin_neg]
  push_cast
  ring

private lemma inv_sq_mul {t1 t2 k : ℝ} (hD : 0 < bandSq t1 t2 k) :
    (bandEnergy t1 t2 k)⁻¹ ^ 2 * bandSq t1 t2 k = 1 := by
  unfold bandEnergy
  rw [inv_pow, Real.sq_sqrt hD.le, inv_mul_cancel₀ hD.ne']

private lemma phase_mul_star {t1 t2 k : ℝ} (hD : 0 < bandSq t1 t2 k) :
    bondPhase t1 t2 k * star (bondPhase t1 t2 k) = 1 := by
  have hh : hop t1 t2 k * star (hop t1 t2 k) = (bandSq t1 t2 k : ℂ) := by
    change hop t1 t2 k * (starRingEnd ℂ) (hop t1 t2 k) = _
    rw [Complex.mul_conj, hop_eq, Complex.normSq_add_mul_I, bandSq_half]
  have hw : (((bandEnergy t1 t2 k)⁻¹ : ℝ) : ℂ) ^ 2 * (bandSq t1 t2 k : ℂ) = 1 := by
    exact_mod_cast inv_sq_mul hD
  have hs : star (((bandEnergy t1 t2 k)⁻¹ : ℝ) : ℂ) = (((bandEnergy t1 t2 k)⁻¹ : ℝ) : ℂ) :=
    Complex.conj_ofReal _
  rw [bondPhase, star_mul', hs]
  linear_combination (((bandEnergy t1 t2 k)⁻¹ : ℝ) : ℂ) ^ 2 * hh + hw
```

These identities show that `occupied` is a Hermitian projector of trace one, belonging to energy $-\sqrt D$.

```lean
/-- Where the band energy is nonzero, `occupied` is a Hermitian projector of trace one whose columns
`v` satisfy `H v = -bandEnergy • v` for the Bloch Hamiltonian `H`. -/
theorem occupied_spec {t1 t2 k : ℝ} (hD : 0 < bandSq t1 t2 k) :
    (occupied t1 t2 k).IsHermitian ∧ occupied t1 t2 k * occupied t1 t2 k = occupied t1 t2 k ∧
    (occupied t1 t2 k).trace = 1 ∧
    blochH t1 t2 k * occupied t1 t2 k = (-(bandEnergy t1 t2 k : ℂ)) • occupied t1 t2 k := by
  have hpp := phase_mul_star hD
  have hE0 : bandEnergy t1 t2 k ≠ 0 := (Real.sqrt_pos.2 hD).ne'
  have hE : hop t1 t2 k = (bandEnergy t1 t2 k : ℂ) * bondPhase t1 t2 k := by
    have h1 : (bandEnergy t1 t2 k : ℂ) * (((bandEnergy t1 t2 k)⁻¹ : ℝ) : ℂ) = 1 := by
      rw [← Complex.ofReal_mul, mul_inv_cancel₀ hE0, Complex.ofReal_one]
    unfold bondPhase
    linear_combination (-hop t1 t2 k) * h1
  have hs : star (hop t1 t2 k) = (bandEnergy t1 t2 k : ℂ) * star (bondPhase t1 t2 k) := by
    have hr : star (bandEnergy t1 t2 k : ℂ) = (bandEnergy t1 t2 k : ℂ) := Complex.conj_ofReal _
    rw [hE, star_mul', hr]
  refine ⟨?_, ?_, ?_, ?_⟩
  · apply Matrix.IsHermitian.ext
    intro i j
    fin_cases i <;> fin_cases j <;> simp [occupied]
  · unfold occupied
    generalize star (bondPhase t1 t2 k) = q at *
    rw [Matrix.mul_fin_two]
    congr 1
    have e1 : (1 / 2 : ℂ) * (1 / 2) + -bondPhase t1 t2 k / 2 * (-q / 2) = 1 / 2 := by
      linear_combination (1 / 4) * hpp
    have e2 : -q / 2 * (-bondPhase t1 t2 k / 2) + (1 / 2 : ℂ) * (1 / 2) = 1 / 2 := by
      linear_combination (1 / 4) * hpp
    rw [e1, e2]
    ring_nf
  · rw [Matrix.trace_fin_two]
    change (1 / 2 : ℂ) + 1 / 2 = 1
    norm_num
  · unfold blochH occupied
    rw [hs, hE]
    generalize star (bondPhase t1 t2 k) = q at *
    rw [Matrix.mul_fin_two, ← Matrix.ext_iff]
    simp only [Fin.forall_fin_two, Matrix.smul_apply, smul_eq_mul, Matrix.of_apply,
      Matrix.cons_val', Matrix.cons_val_zero, Matrix.cons_val_one, Matrix.cons_val_fin_one]
    refine ⟨⟨?_, ?_⟩, ?_, ?_⟩
    · linear_combination (-(bandEnergy t1 t2 k : ℂ) / 2) * hpp
    · ring
    · ring
    · linear_combination (-(bandEnergy t1 t2 k : ℂ) / 2) * hpp
```

## Phase rotation and metric

The theorem `hasDerivAt_bondPhase` assumes $D>0$ at the given $k$ (hypothesis `hD`). In its proof, `hX` and `hY` differentiate the real and imaginary parts of $e^{i\theta}$; `key` reassembles them as $i\theta'e^{i\theta}$.

```lean
private lemma hasDerivAt_bandSq (t1 t2 k : ℝ) :
    HasDerivAt (bandSq t1 t2) (-(2 * t1 * t2 * Real.sin k)) k :=
  (((Real.hasDerivAt_cos k).const_mul (2 * t1 * t2)).const_add (t1 ^ 2 + t2 ^ 2)).congr_deriv
    (by ring)

/-- The phase factor of the hopping amplitude rotates at the rate
`(t1² - t2²) / (2 (t1² + t2² + 2 t1 t2 cos k))`. -/
theorem hasDerivAt_bondPhase {t1 t2 k : ℝ} (hD : 0 < bandSq t1 t2 k) :
    HasDerivAt (bondPhase t1 t2)
      (Complex.I * (((t1 ^ 2 - t2 ^ 2) / (2 * bandSq t1 t2 k) : ℝ) : ℂ) * bondPhase t1 t2 k) k := by
  have hw2 := inv_sq_mul hD
  have hw : HasDerivAt (fun q => (bandEnergy t1 t2 q)⁻¹)
      (t1 * t2 * Real.sin k * (bandEnergy t1 t2 k)⁻¹ ^ 3) k := by
    have hE : Real.sqrt (bandSq t1 t2 k) ≠ 0 := (Real.sqrt_pos.2 hD).ne'
    refine (((hasDerivAt_bandSq t1 t2 k).sqrt hD.ne').inv hE).congr_deriv ?_
    unfold bandEnergy
    field_simp
  have hφ : (t1 ^ 2 - t2 ^ 2) / (2 * bandSq t1 t2 k) =
      (t1 ^ 2 - t2 ^ 2) * (bandEnergy t1 t2 k)⁻¹ ^ 2 / 2 := by
    rw [div_eq_iff (by positivity)]
    linear_combination (-(t1 ^ 2 - t2 ^ 2)) * hw2
  have hS : Real.sin k = 2 * Real.sin (k / 2) * Real.cos (k / 2) := by
    rw [← Real.sin_two_mul]; congr 1; ring
  have hh := bandSq_half t1 t2 k
  have hsc := Real.sin_sq_add_cos_sq (k / 2)
  have hc := ((hasDerivAt_id' k).div_const 2).cos
  have hs := ((hasDerivAt_id' k).div_const 2).sin
  rw [hφ]
  -- real and imaginary parts rotate into each other
  have hX := ((hc.const_mul (t1 + t2)).fun_mul hw).congr_deriv
    (g' := -((t1 ^ 2 - t2 ^ 2) * (bandEnergy t1 t2 k)⁻¹ ^ 2 / 2 *
      ((t1 - t2) * Real.sin (k / 2) * (bandEnergy t1 t2 k)⁻¹))) (by
    generalize (bandEnergy t1 t2 k)⁻¹ = w at *
    linear_combination ((t1 + t2) / 2 * Real.sin (k / 2) * w) * hw2
      - w ^ 3 * ((t1 + t2) / 2 * Real.sin (k / 2)) * hh
      + w ^ 3 * (t1 + t2) * Real.cos (k / 2) * t1 * t2 * hS
      - w ^ 3 * ((t1 + t2) / 2 * Real.sin (k / 2) * (t1 - t2) ^ 2) * hsc)
  have hY := ((hs.const_mul (t1 - t2)).fun_mul hw).congr_deriv
    (g' := (t1 ^ 2 - t2 ^ 2) * (bandEnergy t1 t2 k)⁻¹ ^ 2 / 2 *
      ((t1 + t2) * Real.cos (k / 2) * (bandEnergy t1 t2 k)⁻¹)) (by
    generalize (bandEnergy t1 t2 k)⁻¹ = w at *
    linear_combination (-((t1 - t2) / 2 * Real.cos (k / 2) * w)) * hw2
      + w ^ 3 * ((t1 - t2) / 2 * Real.cos (k / 2)) * hh
      + w ^ 3 * (t1 - t2) * Real.sin (k / 2) * t1 * t2 * hS
      + w ^ 3 * ((t1 - t2) / 2 * Real.cos (k / 2) * (t1 + t2) ^ 2) * hsc)
  have hp : bondPhase t1 t2 = fun q =>
      (((t1 + t2) * Real.cos (q / 2) * (bandEnergy t1 t2 q)⁻¹ : ℝ) : ℂ) +
      (((t1 - t2) * Real.sin (q / 2) * (bandEnergy t1 t2 q)⁻¹ : ℝ) : ℂ) * Complex.I := by
    funext q
    rw [bondPhase, hop_eq]
    push_cast
    ring
  have key : ∀ f x y : ℝ, ((-(f * y) : ℝ) : ℂ) + ((f * x : ℝ) : ℂ) * Complex.I =
      Complex.I * (f : ℂ) * ((x : ℂ) + (y : ℂ) * Complex.I) := by
    intro f x y
    push_cast
    linear_combination (-(f : ℂ) * y) * Complex.I_sq
  rw [hp]
  exact (hX.ofReal_comp.fun_add (hY.ofReal_comp.mul_const Complex.I)).congr_deriv (key _ _ _)
```

The metric theorem also proves differentiability, so Lean's `deriv` is a true derivative here. In the proof, `hM` gives the entries of $P'$, and `ht` evaluates the trace.

```lean
/-- Where the band energy is nonzero, the occupied projector is differentiable in `k` and its
quantum metric is `(t1² - t2²)² / (16 (t1² + t2² + 2 t1 t2 cos k)²)`. -/
theorem quantumMetric_occupied {t1 t2 k : ℝ} (hD : 0 < bandSq t1 t2 k) :
    (∀ i j, DifferentiableAt ℝ (fun q => occupied t1 t2 q i j) k) ∧
    quantumMetric (occupied t1 t2) k =
      (t1 ^ 2 - t2 ^ 2) ^ 2 / (16 * (t1 ^ 2 + t2 ^ 2 + 2 * t1 * t2 * Real.cos k) ^ 2) := by
  have h := hasDerivAt_bondPhase hD
  have hpp := phase_mul_star hD
  have hz : ∀ (f : ℝ) (p : ℂ), p * star p = 1 →
      (Complex.I * f * p) * star (Complex.I * f * p) = (f : ℂ) ^ 2 := by
    intro f p hp
    have hs : star (Complex.I * (f : ℂ) * p) = -Complex.I * f * star p := by simp
    rw [hs]
    linear_combination (f : ℂ) ^ 2 * hp - (f : ℂ) ^ 2 * p * star p * Complex.I_sq
  have hzz := hz ((t1 ^ 2 - t2 ^ 2) / (2 * bandSq t1 t2 k)) _ hpp
  change _ = (t1 ^ 2 - t2 ^ 2) ^ 2 / (16 * bandSq t1 t2 k ^ 2) |> fun r => _ ∧ r
  generalize hf : (t1 ^ 2 - t2 ^ 2) / (2 * bandSq t1 t2 k) = f at *
  generalize Complex.I * (f : ℂ) * bondPhase t1 t2 k = z at *
  have hd : ∀ i j, HasDerivAt (fun q => occupied t1 t2 q i j)
      ((!![0, -z / 2; -star z / 2, 0] : Matrix (Fin 2) (Fin 2) ℂ) i j) k := by
    intro i j
    fin_cases i <;> fin_cases j
    · exact hasDerivAt_const k (1 / 2 : ℂ)
    · exact h.fun_neg.div_const 2
    · exact h.star.fun_neg.div_const 2
    · exact hasDerivAt_const k (1 / 2 : ℂ)
  refine ⟨fun i j => (hd i j).differentiableAt, ?_⟩
  have hM : (Matrix.of fun i j => deriv (fun q => occupied t1 t2 q i j) k) =
      !![0, -z / 2; -star z / 2, 0] := by
    ext i j
    exact (hd i j).deriv
  have ht : ∀ a b : ℂ, Matrix.trace (!![0, a; b, 0] * !![0, a; b, 0]) = 2 * a * b := by
    intro a b
    rw [Matrix.mul_fin_two, Matrix.trace_fin_two_of]
    ring
  have he : 2 * (-z / 2) * (-star z / 2) = ((f ^ 2 / 2 : ℝ) : ℂ) := by
    push_cast
    linear_combination (1 / 2) * hzz
  unfold quantumMetric
  rw [hM, ht, he, Complex.ofReal_re, ← hf, div_pow, mul_pow]
  ring
```

## Integral, lower bound and divergence

`hF` verifies the antiderivative $F$, and `hi` shows that the integrand is continuous, hence integrable; the fundamental theorem of calculus then gives the integral from the endpoint values of $F$.

```lean
private lemma integral_ordered {t1 t2 : ℝ} (h2 : 0 < t2) (h : t2 < t1) :
    (t1 ^ 2 - t2 ^ 2) * ∫ k in (0 : ℝ)..(2 * Real.pi), (t1 ^ 2 - t2 ^ 2) ^ 2 / bandSq t1 t2 k ^ 2
      = 2 * Real.pi * (t1 ^ 2 + t2 ^ 2) := by
  have hpos := bandSq_pos (h2.trans h) h2 h.ne'
  have hδ : t1 ^ 2 - t2 ^ 2 ≠ 0 := by nlinarith
  -- a smooth antiderivative on the whole period
  have hF : ∀ k : ℝ, HasDerivAt (fun q => (t1 ^ 2 + t2 ^ 2) / (t1 ^ 2 - t2 ^ 2) *
      (q - 2 * Real.arctan (t2 * Real.sin q / (t1 + t2 * Real.cos q))) -
      2 * t1 * t2 * (Real.sin q / bandSq t1 t2 q))
      ((t1 ^ 2 - t2 ^ 2) ^ 2 / bandSq t1 t2 k ^ 2) k := by
    intro k
    have hD := (hpos k).ne'
    have hsc := Real.sin_sq_add_cos_sq k
    have hN : t1 + t2 * Real.cos k ≠ 0 := by
      have : 0 < t1 + t2 * Real.cos k := by nlinarith [Real.neg_one_le_cos k]
      exact this.ne'
    have hu : HasDerivAt (fun q => t2 * Real.sin q / (t1 + t2 * Real.cos q))
        ((t2 ^ 2 + t1 * t2 * Real.cos k) / (t1 + t2 * Real.cos k) ^ 2) k := by
      refine (((Real.hasDerivAt_sin k).const_mul t2).fun_div
        (((Real.hasDerivAt_cos k).const_mul t2).const_add t1) hN).congr_deriv ?_
      congr 1
      linear_combination t2 ^ 2 * hsc
    have e : 1 + (t2 * Real.sin k / (t1 + t2 * Real.cos k)) ^ 2 =
        bandSq t1 t2 k / (t1 + t2 * Real.cos k) ^ 2 := by
      rw [eq_div_iff (pow_ne_zero 2 hN), add_mul, div_pow, div_mul_cancel₀ _ (pow_ne_zero 2 hN)]
      unfold bandSq
      linear_combination t2 ^ 2 * hsc
    have h1 : HasDerivAt (fun q => q - 2 * Real.arctan (t2 * Real.sin q / (t1 + t2 * Real.cos q)))
        ((t1 ^ 2 - t2 ^ 2) / bandSq t1 t2 k) k := by
      refine ((hasDerivAt_id' k).fun_sub (hu.arctan.const_mul 2)).congr_deriv ?_
      have e2 : 1 / (bandSq t1 t2 k / (t1 + t2 * Real.cos k) ^ 2) *
          ((t2 ^ 2 + t1 * t2 * Real.cos k) / (t1 + t2 * Real.cos k) ^ 2) =
          (t2 ^ 2 + t1 * t2 * Real.cos k) / bandSq t1 t2 k := by
        field_simp
      rw [e, e2, eq_div_iff hD, sub_mul, mul_assoc, div_mul_cancel₀ _ hD]
      unfold bandSq
      ring
    have h3 := (Real.hasDerivAt_sin k).fun_div (hasDerivAt_bandSq t1 t2 k) hD
    refine ((h1.const_mul ((t1 ^ 2 + t2 ^ 2) / (t1 ^ 2 - t2 ^ 2))).fun_sub
      (h3.const_mul (2 * t1 * t2))).congr_deriv ?_
    have e3 : ∀ a d D b n : ℝ, d ≠ 0 → D ≠ 0 →
        (a / d * (d / D) - b * (n / D ^ 2)) * D ^ 2 = a * D - b * n := by
      intro a d D b n hd hD'
      field_simp
    rw [eq_div_iff (pow_ne_zero 2 hD), e3 _ _ _ _ _ hδ hD]
    unfold bandSq
    linear_combination (-(4 * t1 ^ 2 * t2 ^ 2)) * hsc
  have hc : Continuous (bandSq t1 t2) := by
    unfold bandSq
    fun_prop
  have hi : Continuous (fun k => (t1 ^ 2 - t2 ^ 2) ^ 2 / bandSq t1 t2 k ^ 2) :=
    continuous_const.div (hc.pow 2) (fun k => pow_ne_zero 2 (hpos k).ne')
  rw [intervalIntegral.integral_eq_sub_of_hasDerivAt (fun k _ => hF k)
    (hi.intervalIntegrable _ _)]
  simp only [Real.sin_two_pi, Real.sin_zero, mul_zero, zero_div, Real.arctan_zero, sub_zero]
  rw [← mul_assoc, mul_div_cancel₀ _ hδ]
  ring
```

The main theorem states the result in product form and obtains the other ordering by symmetry. At equal hoppings the product form would read $0=2t_1^2$.

```lean
/-- For unequal positive hoppings the squared localisation length `L` of the filled lower band
satisfies `16 |t1² - t2²| L = t1² + t2²`, in units of the squared cell length. -/
theorem locLengthSq_formula {t1 t2 : ℝ} (h1 : 0 < t1) (h2 : 0 < t2) (h : t1 ≠ t2) :
    16 * |t1 ^ 2 - t2 ^ 2| * locLengthSq t1 t2 = t1 ^ 2 + t2 ^ 2 := by
  have hJ : |t1 ^ 2 - t2 ^ 2| *
      ∫ k in (0 : ℝ)..(2 * Real.pi), (t1 ^ 2 - t2 ^ 2) ^ 2 / bandSq t1 t2 k ^ 2
      = 2 * Real.pi * (t1 ^ 2 + t2 ^ 2) := by
    rcases lt_or_gt_of_ne h with hlt | hgt
    · -- exchanging the two bonds leaves the integrand unchanged
      have hs : ∀ k, (t1 ^ 2 - t2 ^ 2) ^ 2 / bandSq t1 t2 k ^ 2 =
          (t2 ^ 2 - t1 ^ 2) ^ 2 / bandSq t2 t1 k ^ 2 := by
        intro k
        unfold bandSq
        congr 1 <;> ring
      simp only [hs]
      rw [abs_of_neg (by nlinarith), neg_sub, integral_ordered h1 hlt]
      ring
    · rw [abs_of_pos (by nlinarith), integral_ordered h2 hgt]
  have hg : ∀ k, quantumMetric (occupied t1 t2) k =
      1 / 16 * ((t1 ^ 2 - t2 ^ 2) ^ 2 / bandSq t1 t2 k ^ 2) := by
    intro k
    rw [(quantumMetric_occupied (bandSq_pos h1 h2 h k)).2, bandSq, div_mul_div_comm, one_mul]
  unfold locLengthSq
  simp only [hg]
  rw [intervalIntegral.integral_const_mul]
  have hpi : 2 * Real.pi ≠ 0 := by positivity
  generalize (∫ k in (0 : ℝ)..(2 * Real.pi),
    (t1 ^ 2 - t2 ^ 2) ^ 2 / bandSq t1 t2 k ^ 2) = J at *
  calc 16 * |t1 ^ 2 - t2 ^ 2| * (1 / (2 * Real.pi) * (1 / 16 * J))
      = (|t1 ^ 2 - t2 ^ 2| * J) / (2 * Real.pi) := by ring
    _ = t1 ^ 2 + t2 ^ 2 := by rw [hJ, mul_div_cancel_left₀ _ hpi]
```

Because $|\delta|<s$, $L$ exceeds $1/16$, the position variance of an electron shared equally by two sites half a cell apart.

```lean
/-- For unequal positive hoppings the squared localisation length exceeds `1/16`
of the squared cell length. -/
theorem locLengthSq_gt {t1 t2 : ℝ} (h1 : 0 < t1) (h2 : 0 < t2) (h : t1 ≠ t2) :
    1 / 16 < locLengthSq t1 t2 := by
  have hL := locLengthSq_formula h1 h2 h
  have ha : |t1 ^ 2 - t2 ^ 2| < t1 ^ 2 + t2 ^ 2 := by
    rw [abs_lt]
    constructor <;> nlinarith [pow_pos h1 2, pow_pos h2 2]
  by_contra hn
  nlinarith [mul_nonneg (abs_nonneg (t1 ^ 2 - t2 ^ 2)) (sub_nonneg.mpr (not_lt.mp hn))]
```

The filter `𝓝[≠] t1` lets $t_2$ approach $t_1$ from either side. The proof bounds $L$ below by $t_1^2/(16|\delta|)$, which diverges.

```lean
/-- For a positive first hopping, the squared localisation length tends to infinity as the second
hopping tends to the first through values different from it. -/
theorem locLengthSq_diverges {t1 : ℝ} (h1 : 0 < t1) :
    Tendsto (fun t2 => locLengthSq t1 t2) (𝓝[≠] t1) atTop := by
  have hev : ∀ᶠ s in 𝓝[≠] t1, s ≠ t1 ∧ 0 < s := by
    filter_upwards [self_mem_nhdsWithin, mem_nhdsWithin_of_mem_nhds (Ioi_mem_nhds h1)]
      with s hs hs0
    exact ⟨hs, hs0⟩
  have hpos : ∀ s : ℝ, s ≠ t1 ∧ 0 < s → 0 < 16 * |t1 ^ 2 - s ^ 2| := by
    intro s hs
    have hne : t1 ^ 2 - s ^ 2 ≠ 0 := by
      have := mul_ne_zero (sub_ne_zero.mpr hs.1.symm) (add_pos h1 hs.2).ne'
      intro h0
      exact this (by linear_combination h0)
    have := abs_pos.mpr hne
    positivity
  have h0 : Tendsto (fun s : ℝ => 16 * |t1 ^ 2 - s ^ 2|) (𝓝[≠] t1) (𝓝[>] 0) := by
    refine tendsto_nhdsWithin_iff.mpr ⟨?_, hev.mono hpos⟩
    have hc : Continuous (fun s : ℝ => 16 * |t1 ^ 2 - s ^ 2|) := by fun_prop
    have ht := hc.tendsto t1
    simp only [sub_self, abs_zero, mul_zero] at ht
    exact ht.mono_left nhdsWithin_le_nhds
  have hlow := (tendsto_inv_nhdsGT_zero.comp h0).const_mul_atTop (pow_pos h1 2)
  -- the numerator stays above t1² while the denominator vanishes
  refine tendsto_atTop_mono' _ ?_ hlow
  filter_upwards [hev] with s hs
  have hL := locLengthSq_formula h1 hs.2 hs.1.symm
  change t1 ^ 2 * (16 * |t1 ^ 2 - s ^ 2|)⁻¹ ≤ locLengthSq t1 s
  rw [← div_eq_mul_inv, div_le_iff₀ (hpos s hs)]
  nlinarith [sq_nonneg s]

end

end DimerisedChainLocalisation
```

For this non-interacting two-band chain, the formula provides an exact reference value against which to test the Brillouin-zone average in a code that accepts tight-binding models with these site positions, including close to the closing of the gap.

```lean
#print axioms DimerisedChainLocalisation.occupied_spec
#print axioms DimerisedChainLocalisation.locLengthSq_formula
#print axioms DimerisedChainLocalisation.locLengthSq_gt
#print axioms DimerisedChainLocalisation.locLengthSq_diverges
```

```
'DimerisedChainLocalisation.occupied_spec' depends on axioms: [propext, Classical.choice, Quot.sound]
'DimerisedChainLocalisation.locLengthSq_formula' depends on axioms: [propext, Classical.choice, Quot.sound]
'DimerisedChainLocalisation.locLengthSq_gt' depends on axioms: [propext, Classical.choice, Quot.sound]
'DimerisedChainLocalisation.locLengthSq_diverges' depends on axioms: [propext, Classical.choice, Quot.sound]
```
